# Compression to a subspace containing a state's first n Krylov vectors preserves that state's expectation values of polynomials of degree below 2n in a Hermitian operator

Let `A` be a Hermitian operator, defined on the whole of a complex inner product space, and `B` its compression to a space embedded by the isometry `V`. If the image of `V` contains the first `n` Krylov vectors, `A ^ k` applied to `V e` for `k < n`, the lemma says that ⟨e, p(B) e⟩ = ⟨Ve, p(A) Ve⟩ for every complex polynomial `p` of degree below `2 * n`. The vector `e` need not be normalised; if it is nonzero, dividing both sides by its squared norm, which `V` preserves, gives the normalised expectation values. The proof first shows that `V` carries `B ^ k` applied to `e` to `A ^ k` applied to `V e` for `k < n`. It then treats each positive power below `2 * n` by moving some factors to the bra and using the compression property on one factor left in the middle, and finally sums over the coefficients of `p`.

The first attempt, which Lean rejects:

```lean
import Mathlib

open Polynomial
open scoped InnerProductSpace

namespace MomentsMatch

noncomputable section

variable {E F : Type*} [NormedAddCommGroup E] [InnerProductSpace ℂ E]
  [NormedAddCommGroup F] [InnerProductSpace ℂ F]

variable {H : E →ₗ[ℂ] E} {d : E} {n : ℕ}

/-- If `B` is the compression of a Hermitian `A` to a subspace containing the first `n` Krylov
vectors of `e`, both give `e` the same expectation of each polynomial of degree below `2n`. -/
theorem moments_match (V : F →ₗᵢ[ℂ] E) {A : E →ₗ[ℂ] E} {B : F →ₗ[ℂ] F} (hA : A.IsSymmetric)
    (hB : B.IsSymmetric) (hAB : ∀ x y, ⟪x, B y⟫_ℂ = ⟪V x, A (V y)⟫_ℂ) (e : F)
    (hK : ∀ k < n, ∃ x, V x = (A ^ k) (V e)) (p : ℂ[X]) (hp : p.natDegree < 2 * n) :
    ⟪e, aeval B p e⟫_ℂ = ⟪V e, aeval A p (V e)⟫_ℂ := by
  have hV : ∀ k < n, V ((B ^ k) e) = (A ^ k) (V e) := by
    intro k
    induction k with
    | zero => intro _; rfl
    | succ k ih =>
      intro hk
      obtain ⟨y, hy⟩ := hK (k + 1) hk
      rw [← hy]
      congr 1
      refine ext_inner_left ℂ fun x => ?_
      rw [pow_succ', Module.End.mul_apply, hAB, ih (by omega), ← V.inner_map_map x y, hy,
        pow_succ', Module.End.mul_apply]
  have hpow : ∀ k < 2 * n, ⟪e, (B ^ k) e⟫_ℂ = ⟪V e, (A ^ k) (V e)⟫_ℂ := by
    intro k hk
    obtain _ | k := k
    · exact (V.inner_map_map e e).symm
    -- split the power evenly between bra and ket
    obtain ⟨i, j, hi, hj, rfl⟩ : ∃ i j, i < n ∧ j < n ∧ k = i + j :=
      ⟨k / 2, k - k / 2, by omega, by omega, by omega⟩
    rw [add_assoc, pow_add, pow_add, Module.End.mul_apply, Module.End.mul_apply,
      ← hB.pow i, ← hA.pow i, pow_succ', pow_succ', Module.End.mul_apply,
      Module.End.mul_apply, hAB, hV i hi, hV j hj]
  rw [aeval_eq_sum_range' hp, aeval_eq_sum_range' hp]
  simp only [LinearMap.sum_apply, LinearMap.smul_apply, inner_sum, inner_smul_right]
  exact Finset.sum_congr rfl fun k hk => by rw [hpow k (Finset.mem_range.1 hk)]

end

end MomentsMatch
```

The compiler's answer:

```
Main.lean:41:18: error: Tactic `rewrite` failed: Did not find an occurrence of the pattern
  ⟪?x, (A ^ i) ?y⟫_ℂ
in the target expression
  ⟪(B ^ i) e, (B ^ j) ((B ^ 1) e)⟫_ℂ = ⟪V e, (A ^ (i + (j + 1))) (V e)⟫_ℂ

case succ
E : Type u_1
F : Type u_2
inst✝³ : NormedAddCommGroup E
inst✝² : InnerProductSpace ℂ E
inst✝¹ : NormedAddCommGroup F
inst✝ : InnerProductSpace ℂ F
n : ℕ
V : F →ₗᵢ[ℂ] E
A : E →ₗ[ℂ] E
B : F →ₗ[ℂ] F
hA : A.IsSymmetric
hB : B.IsSymmetric
hAB : ∀ (x y : F), ⟪x, B y⟫_ℂ = ⟪V x, A (V y)⟫_ℂ
e : F
hK : ∀ k < n, ∃ x, V x = (A ^ k) (V e)
p : ℂ[X]
hp : p.natDegree < 2 * n
hV : ∀ k < n, V ((B ^ k) e) = (A ^ k) (V e)
i j : ℕ
hi : i < n
hj : j < n
hk : i + j + 1 < 2 * n
⊢ ⟪(B ^ i) e, (B ^ j) ((B ^ 1) e)⟫_ℂ = ⟪V e, (A ^ (i + (j + 1))) (V e)⟫_ℂ
```

Cause. The message says that `← hA.pow i` found no inner product with `A ^ i` applied to its second argument. The goal shows why: `A ^ (i + (j + 1))` is still whole, while the power of `B` has been split twice. The two bare `pow_add` rewrites were meant for one operator each, but the first turned `B ^ (i + (j + 1))` into `B ^ i * B ^ (j + 1)`, and the second took the new `B ^ (j + 1)` and made it `B ^ j * B ^ 1`.

The repair names the operator and first exponent, `pow_add B i` and `pow_add A i`, so that each power is split once, at `i`. Then `pow_succ' B j` and `pow_succ' A j` take out the single factor on the left, where `hAB` needs it. `simp only [Module.End.mul_apply]` turns all the products into successive applications, so both symmetry rewrites find their patterns, and `hAB` and `hV` finish the step. The new comment is mere tidying.

This version goes through:

```diff
@@ -35,10 +35,10 @@
     obtain _ | k := k
     · exact (V.inner_map_map e e).symm
-    -- split the power evenly between bra and ket
+    -- leave one factor in the middle and split the others between bra and ket
     obtain ⟨i, j, hi, hj, rfl⟩ : ∃ i j, i < n ∧ j < n ∧ k = i + j :=
       ⟨k / 2, k - k / 2, by omega, by omega, by omega⟩
-    rw [add_assoc, pow_add, pow_add, Module.End.mul_apply, Module.End.mul_apply,
-      ← hB.pow i, ← hA.pow i, pow_succ', pow_succ', Module.End.mul_apply,
-      Module.End.mul_apply, hAB, hV i hi, hV j hj]
+    rw [add_assoc, pow_add B i, pow_add A i, pow_succ' B j, pow_succ' A j]
+    simp only [Module.End.mul_apply]
+    rw [← hB.pow i, ← hA.pow i, hAB, hV i hi, hV j hj]
   rw [aeval_eq_sum_range' hp, aeval_eq_sum_range' hp]
   simp only [LinearMap.sum_apply, LinearMap.smul_apply, inner_sum, inner_smul_right]
```
